# The Colbert–Miller kinetic matrix from sinc functions evaluated on a uniform grid

Let $h>0$ be the spacing of an infinite grid $x_i=ih$, with $i$ any integer. Set $S(u)=\sin u/u$ for $u\neq0$ and $S(0)=1$. The basis function centred at $x_j$ is

$$\varphi_j(x)=S\!\left(\frac{\pi}{h}(x-jh)\right),$$

and the kinetic operator is $T=-\tfrac12\,d^2/dx^2$, with $\hbar=1$ and unit mass. The result is

$$(T\varphi_j)(x_i)=\frac{(-1)^{i-j}}{(i-j)^2h^2}\quad(i\neq j),\qquad (T\varphi_i)(x_i)=\frac{\pi^2}{6h^2}.$$

In Lean 4 with Mathlib:

```lean
import Mathlib

open Filter Topology Asymptotics

namespace SincDVR

noncomputable section
```

`cardinalSine` is $S$.

```lean
/-- The dimensionless sine quotient `sin u / u`, with the value `1` at `u = 0`. -/
def cardinalSine (u : ℝ) : ℝ := if u = 0 then 1 else Real.sin u / u
```

The next two definitions are closed formulas, later proved to be $S'$ and $S''$.

```lean
/-- The closed formula for the slope of the sine quotient, with the value `0` at `u = 0`. -/
def sincSlope (u : ℝ) : ℝ :=
  if u = 0 then 0 else (u * Real.cos u - Real.sin u) / u ^ 2

/-- The closed formula for the second derivative of the sine quotient, with the value `-1/3`
at `u = 0`. -/
def sincCurvature (u : ℝ) : ℝ :=
  if u = 0 then -1 / 3
  else -Real.sin u / u - 2 * Real.cos u / u ^ 2 + 2 * Real.sin u / u ^ 3
```

`gridFunction h j` is $\varphi_j$, and `kinetic` is $T$, built from Mathlib's `deriv`.

```lean
/-- The sinc basis function centred at the grid point `j h`, for grid spacing `h ≠ 0`. -/
def gridFunction (h : ℝ) (j : ℤ) (x : ℝ) : ℝ := cardinalSine (Real.pi / h * (x - j * h))

/-- The kinetic energy operator `-(1/2) d²/dx²` in units where `ħ = m = 1`. -/
def kinetic (ψ : ℝ → ℝ) (x : ℝ) : ℝ := -(1 / 2) * deriv (deriv ψ) x
```

`colbertMiller` contains no derivative, so its agreement with `kinetic` has to be proved. Its indices are integers, and the sign is an integer power, which also covers $i<j$.

```lean
/-- The Colbert-Miller kinetic matrix on the infinite grid of spacing `h ≠ 0`, in units where
`ħ = m = 1`. -/
def colbertMiller (h : ℝ) (i j : ℤ) : ℝ :=
  if i = j then Real.pi ^ 2 / (6 * h ^ 2)
  else (-1) ^ (i - j) / (((i - j : ℤ) : ℝ) ^ 2 * h ^ 2)
```

The matrix elements here are point values of $T\varphi_j$, not overlap integrals. The $\varphi_j$ have squared norm $h$; for the normalised functions $\varphi_j/\sqrt h$, the integral $\langle i|T|j\rangle$ has the same value, by a separate band-limit argument.

## The value 1 at the centre

The condition $S(0)=1$ fixes the amplitude of a basis function at its own grid point. In the kinetic matrix it is needed only for the diagonal element. Near zero,

$$S(u)=1-\frac{u^2}{6}+\dots,\qquad u\cos u-\sin u=-\frac{u^3}{3}+\dots,$$

so $S'(0)=0$, $S'(u)=-u/3+\dots$ and $S''(0)=-1/3$. If $S(0)$ were set to $0$, the function would jump at its centre and have no derivative there. The off-diagonal elements would survive, since they use $S$ only away from zero.

In the proof, the expansions become error bounds. A function that stays within $Cu^2$ of a line of slope $c$ has derivative $c$ at zero, because $u^2$ is negligible compared with $u$. A linear error would not do: $|u|$ stays within $|u|$ of the line of slope $0$ and has no derivative at zero.

```lean
/-- A function that follows a straight line of slope `c` near the origin, up to a quadratic
error, has derivative `c` there. -/
theorem hasDerivAt_zero_of_quadratic {f : ℝ → ℝ} {c C : ℝ}
    (hf : ∀ u, |u| ≤ 1 → |f u - f 0 - c * u| ≤ C * u ^ 2) : HasDerivAt f c 0 := by
  rw [hasDerivAt_iff_isLittleO]
  have hO : (fun u : ℝ => f u - f 0 - (u - 0) • c) =O[𝓝 0] fun u : ℝ => u ^ 2 := by
    apply IsBigO.of_bound C
    filter_upwards [Metric.closedBall_mem_nhds (0 : ℝ) one_pos] with u hu
    have hu' : |u| ≤ 1 := by simpa [Real.dist_eq] using hu
    have e : f u - f 0 - (u - 0) • c = f u - f 0 - c * u := by
      rw [smul_eq_mul]; ring
    rw [e, Real.norm_eq_abs, Real.norm_eq_abs, abs_of_nonneg (sq_nonneg u)]
    exact hf u hu'
  have ho : (fun u : ℝ => u ^ 2) =o[𝓝 0] fun u : ℝ => u - 0 := by
    simpa only [sub_zero] using isLittleO_pow_id (𝕜 := ℝ) one_lt_two
  exact hO.trans_isLittleO ho
```

Away from zero the quotient rule gives

$$S'(u)=\frac{u\cos u-\sin u}{u^2}.$$

The numerator has derivative $\cos u-u\sin u-\cos u=-u\sin u$, hence

$$S''(u)=\frac{-u^3\sin u-2u(u\cos u-\sin u)}{u^4}=-\frac{\sin u}{u}-\frac{2\cos u}{u^2}+\frac{2\sin u}{u^3}.$$

The next two theorems split at $u=0$ in the same way. At zero they feed Mathlib's Taylor bounds for sine and cosine into the lemma above; elsewhere they apply the quotient rule on a neighbourhood that avoids zero. They are stated with `HasDerivAt`, which says that the derivative exists, whereas `deriv` returns $0$ where there is none.

```lean
/-- The sine quotient is differentiable everywhere, the origin included, with the stated slope. -/
theorem hasDerivAt_cardinalSine (u : ℝ) : HasDerivAt cardinalSine (sincSlope u) u := by
  by_cases hu : u = 0
  · subst hu
    rw [sincSlope, if_pos rfl]
    apply hasDerivAt_zero_of_quadratic (C := 1)
    intro u hu
    by_cases h0 : u = 0
    · simp [h0]
    have e : cardinalSine u - cardinalSine 0 - 0 * u = (Real.sin u - u) / u := by
      rw [cardinalSine, cardinalSine, if_neg h0, if_pos rfl, sub_div, div_self h0]
      ring
    have e3 : 1 * u ^ 2 * |u| = |u| ^ 3 := by rw [← sq_abs u]; ring
    rw [e, abs_div, div_le_iff₀ (abs_pos.mpr h0), e3]
    -- Taylor bound for the sine
    have b := abs_le.mp (Real.sin_bound hu)
    have c := abs_le.mp (abs_pow u 3).le
    have d : |u| ^ 5 ≤ |u| ^ 3 := pow_le_pow_of_le_one (abs_nonneg u) hu (by norm_num)
    have p : 0 ≤ |u| ^ 3 := by positivity
    exact abs_le.mpr ⟨by linarith [b.1, c.2], by linarith [b.2, c.1]⟩
  · have q := (Real.hasDerivAt_sin u).fun_div (hasDerivAt_id' u) hu
    have q' := q.congr_of_eventuallyEq (f₁ := cardinalSine) (by
      filter_upwards [isOpen_ne.mem_nhds hu] with v hv
      exact if_neg hv)
    refine q'.congr_deriv ?_
    rw [sincSlope, if_neg hu]
    ring

/-- The slope of the sine quotient is itself differentiable everywhere, with the stated
second derivative. -/
theorem hasDerivAt_sincSlope (u : ℝ) : HasDerivAt sincSlope (sincCurvature u) u := by
  by_cases hu : u = 0
  · subst hu
    rw [sincCurvature, if_pos rfl]
    apply hasDerivAt_zero_of_quadratic (C := 1)
    intro u hu
    by_cases h0 : u = 0
    · simp [h0]
    have e : sincSlope u - sincSlope 0 - -1 / 3 * u
        = (u * Real.cos u - Real.sin u + u ^ 3 / 3) / u ^ 2 := by
      have t : u ^ 3 / 3 / u ^ 2 = u / 3 := by field_simp
      rw [sincSlope, sincSlope, if_neg h0, if_pos rfl, add_div, t]
      ring
    have p2 : 0 < u ^ 2 := by positivity
    rw [e, abs_div, abs_of_pos p2, div_le_iff₀ p2]
    -- Taylor bounds for sine and cosine; the cubic terms combine to `-u³/3`
    have h4 : |u| ^ 4 = u ^ 4 := by
      rw [← abs_pow]
      exact abs_of_nonneg (by positivity)
    have d : |u| ^ 5 ≤ |u| ^ 4 := pow_le_pow_of_le_one (abs_nonneg u) hu (by norm_num)
    have b : |Real.sin u - (u - u ^ 3 / 6)| ≤ |u| ^ 4 / 100 :=
      (Real.sin_bound hu).trans (by linarith)
    have c : |u * (Real.cos u - (1 - u ^ 2 / 2))| ≤ |u| ^ 4 * (5 / 96) := by
      rw [abs_mul]
      exact (mul_le_of_le_one_left (abs_nonneg _) hu).trans (Real.cos_bound hu)
    rw [h4] at b c
    have b' := abs_le.mp b
    have c' := abs_le.mp c
    have p : 0 ≤ u ^ 4 := by positivity
    exact abs_le.mpr ⟨by nlinarith [b'.2, c'.1], by nlinarith [b'.1, c'.2]⟩
  · have q := (((hasDerivAt_id' u).fun_mul (Real.hasDerivAt_cos u)).fun_sub
      (Real.hasDerivAt_sin u)).fun_div (hasDerivAt_pow 2 u) (pow_ne_zero 2 hu)
    have q' := q.congr_of_eventuallyEq (f₁ := sincSlope) (by
      filter_upwards [isOpen_ne.mem_nhds hu] with v hv
      exact if_neg hv)
    refine q'.congr_deriv ?_
    rw [sincCurvature, if_neg hu]
    field_simp
    ring
```

## Positive spacing

Physically, $h>0$ says that different labels belong to different points, in increasing order. By hand it enters through the wave number $\pi/h$. The chain rule gives

$$\varphi_j''(x)=\frac{\pi^2}{h^2}\,S''\!\left(\frac{\pi}{h}(x-jh)\right).$$

The chain rule itself is proved for any wave number `k` and centre `a`, with no condition on either.

```lean
/-- First and second derivatives of a sine quotient with wave number `k` centred at `a`. -/
theorem hasDerivAt_scaled (k a x : ℝ) :
    HasDerivAt (fun y => cardinalSine (k * (y - a))) (k * sincSlope (k * (x - a))) x ∧
    HasDerivAt (fun y => k * sincSlope (k * (y - a)))
      (k ^ 2 * sincCurvature (k * (x - a))) x := by
  have inner : HasDerivAt (fun y => k * (y - a)) k x := by
    simpa using ((hasDerivAt_id' x).sub_const a).const_mul k
  have d1 := (hasDerivAt_cardinalSine (k * (x - a))).comp x inner
  have d2 := ((hasDerivAt_sincSlope (k * (x - a))).comp x inner).const_mul k
  exact ⟨d1.congr_deriv (by ring), d2.congr_deriv (by ring)⟩
```

The spacing then cancels from the phase at a grid point: $\frac{\pi}{h}(ih-jh)=(i-j)\pi$.

```lean
/-- At the grid points the phase of a sinc function is an integer multiple of `π`,
for spacing `h > 0`. -/
theorem grid_phase {h : ℝ} (hh : 0 < h) (i j : ℤ) :
    Real.pi / h * ((i : ℝ) * h - j * h) = ((i - j : ℤ) : ℝ) * Real.pi := by
  have hh' := hh.ne'
  push_cast
  field_simp
```

The proofs use only $h\neq0$, extracted as `hh.ne'`; a negative spacing merely numbers the grid backwards. With $h=0$ all grid points coincide, so $\varphi_0(x_0)=1$ and $\varphi_0(x_1)=0$ would ask one function for two values at the same point.

## Evaluation at grid points

Sampling at $x=ih$ makes the phase an integer multiple of $\pi$, so $\sin((i-j)\pi)=0$ and $\cos((i-j)\pi)=(-1)^{i-j}$. For $i\neq j$ the first identity gives $\varphi_j(x_i)=0$, and $S(0)=1$ gives $\varphi_i(x_i)=1$. Together, $\varphi_j(x_i)=\delta_{ij}$.

```lean
/-- For spacing `h > 0`, each sinc function is one at its own grid point and zero at all others. -/
theorem gridFunction_grid {h : ℝ} (hh : 0 < h) (i j : ℤ) :
    gridFunction h j (i * h) = if i = j then 1 else 0 := by
  rw [gridFunction, grid_phase hh]
  by_cases hij : i = j
  · simp [hij, cardinalSine]
  · have hn : ((i - j : ℤ) : ℝ) ≠ 0 := Int.cast_ne_zero.mpr (sub_ne_zero.mpr hij)
    rw [if_neg hij, cardinalSine, if_neg (mul_ne_zero hn Real.pi_ne_zero),
      Real.sin_int_mul_pi, zero_div]
```

Between grid points this fails. At $x=h/2$ the phase of $\varphi_0$ is $\pi/2$, so $\varphi_0(h/2)=2/\pi$, and the sine terms contribute to the kinetic value, which is $(\pi-8/\pi)/h^2$.

## Distinct points for the off-diagonal formula

The condition $i\neq j$ separates coupling between two points from the local term. By hand it permits division by $u=(i-j)\pi$. Only the cosine term of $S''$ remains:

$$-\frac12\,\frac{\pi^2}{h^2}\left(-\frac{2(-1)^{i-j}}{(i-j)^2\pi^2}\right)=\frac{(-1)^{i-j}}{(i-j)^2h^2}.$$

For $i=j$ this formula has no meaning, and $S''(0)=-1/3$ gives $\pi^2/(6h^2)$ instead.

The theorem covers both cases. Its proof replaces the two derivatives by their closed formulas, rewrites the phase with `grid_phase`, and splits on `i = j`. In the second case `Real.sin_int_mul_pi` and `Real.cos_int_mul_pi` supply the sine and cosine values, and `field_simp` cancels the factors of $\pi$.

```lean
/-- For spacing `h > 0`, the kinetic operator applied to the sinc function at `j h` and evaluated
at `i h` gives the Colbert-Miller matrix element. -/
theorem kinetic_gridFunction {h : ℝ} (hh : 0 < h) (i j : ℤ) :
    kinetic (gridFunction h j) (i * h) = colbertMiller h i j := by
  have hh' := hh.ne'
  have d1 : deriv (gridFunction h j)
      = fun y => Real.pi / h * sincSlope (Real.pi / h * (y - j * h)) :=
    funext fun y => (hasDerivAt_scaled (Real.pi / h) (j * h) y).1.deriv
  rw [kinetic, d1, (hasDerivAt_scaled (Real.pi / h) (j * h) (i * h)).2.deriv,
    grid_phase hh, colbertMiller]
  by_cases hij : i = j
  · subst hij
    rw [if_pos rfl, sub_self, Int.cast_zero, zero_mul, sincCurvature, if_pos rfl]
    ring
  · have hn : ((i - j : ℤ) : ℝ) ≠ 0 := Int.cast_ne_zero.mpr (sub_ne_zero.mpr hij)
    -- the sine terms vanish and the cosine gives the alternating sign
    rw [if_neg hij, sincCurvature, if_neg (mul_ne_zero hn Real.pi_ne_zero),
      Real.sin_int_mul_pi, Real.cos_int_mul_pi]
    generalize (-1 : ℝ) ^ (i - j) = ε
    generalize ((i - j : ℤ) : ℝ) = n at hn ⊢
    have hpi := Real.pi_ne_zero
    simp only [neg_zero, zero_div, mul_zero, zero_sub, add_zero]
    field_simp
```

## Finitely many coefficients

For a wavefunction $\psi=\sum_{j\in s}c_j\varphi_j$ with real coefficients, where $s$ is a finite set of labels, linearity gives

$$(T\psi)(x_i)=\sum_{j\in s}T_{ij}c_j,\qquad T_{ij}=(T\varphi_j)(x_i).$$

Finiteness means that only finitely many basis functions are occupied. It allows differentiation term by term, which the proof does twice with `HasDerivAt.fun_sum` before applying the previous theorem to each term. The point $x_i$ need not belong to the occupied set. Without finiteness the sum can diverge: for $c_j=(-1)^jj^2$ and $i=0$, every term with $j\neq0$ equals $1/h^2$. These coefficients are not square-summable, so they describe no normalisable state; for square-summable coefficients the sum converges, but the term-by-term differentiation would need its own argument.

```lean
/-- For spacing `h > 0`, the kinetic operator acts on a finite real sinc expansion, at the grid
points, as the Colbert-Miller matrix acts on the expansion coefficients. -/
theorem kinetic_expansion {h : ℝ} (hh : 0 < h) (s : Finset ℤ) (c : ℤ → ℝ) (i : ℤ) :
    kinetic (fun x => ∑ j ∈ s, c j * gridFunction h j x) (i * h)
      = ∑ j ∈ s, colbertMiller h i j * c j := by
  have g1 : ∀ (j : ℤ) (x : ℝ), HasDerivAt (gridFunction h j) (deriv (gridFunction h j) x) x :=
    fun j x => (hasDerivAt_scaled (Real.pi / h) (j * h) x).1.differentiableAt.hasDerivAt
  have g2 : ∀ (j : ℤ) (x : ℝ), HasDerivAt (deriv (gridFunction h j))
      (deriv (deriv (gridFunction h j)) x) x := by
    intro j x
    have e : deriv (gridFunction h j)
        = fun y => Real.pi / h * sincSlope (Real.pi / h * (y - j * h)) :=
      funext fun y => (hasDerivAt_scaled (Real.pi / h) (j * h) y).1.deriv
    rw [e]
    exact (hasDerivAt_scaled (Real.pi / h) (j * h) x).2.differentiableAt.hasDerivAt
  -- differentiate the expansion twice, term by term
  have d1 : deriv (fun x => ∑ j ∈ s, c j * gridFunction h j x)
      = fun x => ∑ j ∈ s, c j * deriv (gridFunction h j) x :=
    funext fun x => (HasDerivAt.fun_sum fun j _ => (g1 j x).const_mul (c j)).deriv
  have d2 := (HasDerivAt.fun_sum (u := s) fun j _ => (g2 j (i * h)).const_mul (c j)).deriv
  rw [kinetic, d1, d2, Finset.mul_sum]
  refine Finset.sum_congr rfl fun j _ => ?_
  rw [← kinetic_gridFunction hh i j, kinetic]
  ring

end

end SincDVR
```

```lean
#print axioms SincDVR.gridFunction_grid
#print axioms SincDVR.kinetic_gridFunction
#print axioms SincDVR.kinetic_expansion
```

```
'SincDVR.gridFunction_grid' depends on axioms: [propext, Classical.choice, Quot.sound]
'SincDVR.kinetic_gridFunction' depends on axioms: [propext, Classical.choice, Quot.sound]
'SincDVR.kinetic_expansion' depends on axioms: [propext, Classical.choice, Quot.sound]
```

In a basic sinc-DVR calculation of the bound states of one particle in one dimension, this matrix is filled from the closed formula on a finite range of labels, multiplied by $\hbar^2/m$ for a particle of mass $m$. The potential values $V(x_i)$ are added on the diagonal, and the sum is diagonalised. The theorems concern the kinetic part alone; the errors from the finite spacing, which limits the basis to wave numbers up to $\pi/h$, from truncating the grid and from the diagonal potential need their own analysis.
